# A pair of two-level systems with excitation energies \(a, b > 0\) keeps its ground-state energy under an exchange coupling \(V\) exactly when \(V^2 \le ab\)

## Two atoms and a truncated interaction

Two neutral atoms, both in their ground states and too far apart for their electron clouds to overlap, still attract each other. In second-order perturbation theory this dispersion attraction comes from virtual states in which both atoms are excited at once.

Keep two levels per atom, with excitation energy \(a\) for the first and \(b\) for the second. Let \(\sigma\) be the operator that lowers an excited atom to its ground state, and let \(V\) be a real coupling strength. A dipole-dipole coupling then has the form
\[
V(\sigma+\sigma^\dagger)\otimes(\sigma+\sigma^\dagger).
\]
Two of its four terms move an excitation from one atom to the other. The other two create or destroy a pair of excitations. The rotating-wave approximation keeps only the exchange terms,
\[
V(\sigma\otimes\sigma^\dagger+\sigma^\dagger\otimes\sigma).
\]

For the full coupling with \(a,b>0\), the leading shift of the ground-state energy is \(-V^2/(a+b)\), from the doubly excited state. The question is what remains of it after the truncation.

## The Hamiltonian and its conserved excitation number

Write 10 for the state with only the first atom excited, and similarly for the others. In the order 00, 01, 10, 11 the truncated Hamiltonian is
\[
H=\begin{pmatrix}0&0&0&0\\0&b&V&0\\0&V&a&0\\0&0&0&a+b\end{pmatrix}.
\]
The energy is measured from the uncoupled state 00. Since \(H\) connects only 01 with 10, it commutes with the number of excitations, \(\mathrm{diag}(0,1,1,2)\).

The state 00 is therefore an exact eigenstate with energy 0 for every \(V\). It need not stay the lowest one, because the coupling pushes one combination of 01 and 10 downwards. For \(a+b\ge 0\), which includes all positive excitation energies, the result is
\[
\text{the lowest energy is }0\iff V^2\le ab .
\]

In this two-level model, excitation-conserving coupling thus gives no dispersion energy at all as long as \(|V|\le\sqrt{ab}\), so a rotating-wave Hamiltonian is unsuitable for computing weak-coupling dispersion here.

## The spectrum from four component equations

Number the components of a vector \(v\) from 0 to 3. The equation \(Hv=Ev\) reads
\[
0=Ev_0,\qquad bv_1+Vv_2=Ev_1,\qquad Vv_1+av_2=Ev_2,\qquad (a+b)v_3=Ev_3 .
\]

Suppose first that \(E\neq0\) and \(E\neq a+b\). The outer equations give \(v_0=v_3=0\). The middle ones are \((E-b)v_1=Vv_2\) and \((E-a)v_2=Vv_1\). Multiplying the first of these by \(E-a\) and inserting the second gives
\[
(E-a)(E-b)\,v_1=V(E-a)v_2=V^2v_1 ,
\]
and the same relation holds for \(v_2\). A nonzero \(v\) therefore requires \((E-a)(E-b)=V^2\).

Conversely, each of these values is an energy:

- \(E=0\) belongs to 00, and \(E=a+b\) belongs to 11.
- If \((E-a)(E-b)=V^2\), take \(v=(0,V,E-b,0)\). The second equation holds because \(bV+V(E-b)=EV\). The third holds because \(V^2+a(E-b)=(E-a)(E-b)+a(E-b)=E(E-b)\). The normalised state is \(v/\sqrt{V^2+(E-b)^2}\).
- That vector vanishes when \(V=0\) and \(E=b\); the eigenstate is then 01.

So the energies are exactly \(0\), \(a+b\) and the solutions of \((E-a)(E-b)=V^2\).

## The threshold at \(V^2=ab\)

Completing the square turns the last condition into
\[
\left(E-\tfrac{a+b}{2}\right)^2=\left(\tfrac{a-b}{2}\right)^2+V^2 ,
\]
whose smaller solution is
\[
E_-=\frac{a+b}{2}-\sqrt{\left(\frac{a-b}{2}\right)^2+V^2}.
\]
For \(a+b\ge0\) the energy \(a+b\) does not lie below 0, so the lowest energy is \(\min(0,E_-)\). This is 0 exactly when \(E_-\ge0\), that is, when the square root is at most \((a+b)/2\). Both sides are nonnegative, so they may be squared:
\[
\left(\tfrac{a-b}{2}\right)^2+V^2\le\left(\tfrac{a+b}{2}\right)^2\iff V^2\le ab .
\]

Above the threshold the lowest energy is \(E_-<0\), and it belongs to a state with one excitation. This is a level crossing, not a gradual admixture of excited states into 00. It is a product of the truncation: for the full coupling with \(a,b>0\), the lowest energy is \(\frac{a+b}{2}-\sqrt{\left(\frac{a+b}{2}\right)^2+V^2}\), and for every \(V\neq0\) it belongs to a mixture of 00 and 11.

## Zero-energy states

At \(E=0\) the component equations leave \(v_0\) free. Assume \(a+b\neq0\) throughout this section; then they force \(v_3=0\). Eliminating between the middle two gives \((ab-V^2)v_1=0\) and \((ab-V^2)v_2=0\). For \(V^2\neq ab\), every zero-energy state is therefore a multiple of 00.

For \(V^2=ab\), both \((0,V,-b,0)\) and \((0,a,-V,0)\) solve the equations, and at least one of them is nonzero because \(a\) and \(b\) are not both zero. For \(a,b>0\) and \(V=\sqrt{ab}\) they are parallel, and the normalised state is \((0,\sqrt a,-\sqrt b,0)/\sqrt{a+b}\).

Together with the main result, this shows that for \(a+b>0\) and \(V^2<ab\) the ground state is 00 itself, unique up to a factor. The coupling changes neither the energy nor the wavefunction.

## How the Lean statements express the physics

`exchangeHamiltonian a b V` is the matrix \(H\), with rows and columns numbered by `Fin 4`. The theorem `exchangeHamiltonian_eq_kronecker` ties it to the two-atom picture: after relabelling by `pairIndex`, it equals the sum of the two excitation energies and the exchange coupling, written with Kronecker products. `lowering` is \(\sigma\), and its transpose is \(\sigma^\dagger\). The first tensor factor carries \(a\), which is why 01 has energy \(b\).

`energies a b V` is the set of real \(E\) for which some nonzero real vector satisfies \(Hv=Ev\). Real vectors suffice because \(H\) is real and symmetric. `IsLeast (energies a b V) 0` says that 0 belongs to this set and that no element lies below it.

The main theorem, `lowest_energy_zero_iff`, assumes only `0 ≤ a + b`. The assumption has a physical reading: the doubly excited state must not lie below the unexcited one. If it did, 0 could not be the lowest energy, whatever the value of \(V\).

The model has two levels per system and a given real number \(V\). The dependence of \(V\) on distance, further levels and the pair-creating terms do not enter the theorems.

## The complete Lean development

```lean
import Mathlib

open Matrix
open scoped Kronecker

namespace RotatingWaveDispersion

noncomputable section

/-- The Hamiltonian of two two-level systems with excitation energies `a` and `b` and exchange
coupling `V`, in the basis 00, 01, 10, 11. -/
def exchangeHamiltonian (a b V : ℝ) : Matrix (Fin 4) (Fin 4) ℝ :=
  !![0, 0, 0, 0;
     0, b, V, 0;
     0, V, a, 0;
     0, 0, 0, a + b]

/-- The energies of the coupled pair: the real eigenvalues of its Hamiltonian. -/
def energies (a b V : ℝ) : Set ℝ :=
  {E | ∃ v : Fin 4 → ℝ, v ≠ 0 ∧ exchangeHamiltonian a b V *ᵥ v = E • v}

/-- The lower of the two energies obtained by mixing the states 01 and 10. -/
def lowerBranch (a b V : ℝ) : ℝ :=
  (a + b) / 2 - √(((a - b) / 2) ^ 2 + V ^ 2)

/-- The occupation operator of a single two-level system. -/
def occupation : Matrix (Fin 2) (Fin 2) ℝ := !![0, 0; 0, 1]

/-- The lowering operator of a single two-level system. -/
def lowering : Matrix (Fin 2) (Fin 2) ℝ := !![0, 1; 0, 0]

/-- The position of a product state in the list 00, 01, 10, 11. -/
def pairIndex (p : Fin 2 × Fin 2) : Fin 4 := !![0, 1; 2, 3] p.1 p.2

/-- The 4×4 matrix is the sum of the two excitation energies and a coupling that lowers one
system while raising the other. -/
theorem exchangeHamiltonian_eq_kronecker (a b V : ℝ) :
    (exchangeHamiltonian a b V).submatrix pairIndex pairIndex =
      a • (occupation ⊗ₖ (1 : Matrix (Fin 2) (Fin 2) ℝ))
        + b • ((1 : Matrix (Fin 2) (Fin 2) ℝ) ⊗ₖ occupation)
        + V • (lowering ⊗ₖ loweringᵀ + loweringᵀ ⊗ₖ lowering) := by
  ext ⟨i, j⟩ ⟨k, l⟩
  fin_cases i <;> fin_cases j <;> fin_cases k <;> fin_cases l <;>
    simp [exchangeHamiltonian, pairIndex, occupation, lowering, Matrix.kroneckerMap_apply]

/-- The Hamiltonian commutes with the total number of excitations. -/
theorem excitation_number_conserved (a b V : ℝ) :
    exchangeHamiltonian a b V * Matrix.diagonal ![0, 1, 1, 2] =
      Matrix.diagonal ![0, 1, 1, 2] * exchangeHamiltonian a b V := by
  ext i j
  rw [Matrix.mul_diagonal, Matrix.diagonal_mul]
  fin_cases i <;> fin_cases j <;> simp [exchangeHamiltonian]
  ring

/-- The stationary Schrödinger equation of the pair, written out in components. -/
theorem eigen_iff (a b V E : ℝ) (v : Fin 4 → ℝ) :
    exchangeHamiltonian a b V *ᵥ v = E • v ↔
      0 = E * v 0 ∧ b * v 1 + V * v 2 = E * v 1 ∧
        V * v 1 + a * v 2 = E * v 2 ∧ (a + b) * v 3 = E * v 3 := by
  have action : exchangeHamiltonian a b V *ᵥ v =
      ![0, b * v 1 + V * v 2, V * v 1 + a * v 2, (a + b) * v 3] := by
    ext i
    fin_cases i <;> simp [exchangeHamiltonian, Matrix.mulVec, dotProduct, Fin.sum_univ_four]
  rw [action]
  constructor
  · intro h
    exact ⟨congrFun h 0, congrFun h 1, congrFun h 2, congrFun h 3⟩
  · rintro ⟨h0, h1, h2, h3⟩
    ext i
    fin_cases i
    exacts [h0, h1, h2, h3]

/-- The energies are `0`, `a + b`, and the roots of the secular equation of the states
01 and 10. -/
theorem mem_energies_iff (a b V E : ℝ) :
    E ∈ energies a b V ↔ E = 0 ∨ E = a + b ∨ (E - a) * (E - b) = V ^ 2 := by
  constructor
  · rintro ⟨v, hv, h⟩
    obtain ⟨h0, h1, h2, h3⟩ := (eigen_iff a b V E v).1 h
    by_contra hE
    rw [not_or, not_or] at hE
    obtain ⟨e0, e3, e12⟩ := hE
    -- away from the listed energies every component vanishes
    have v0 : v 0 = 0 := (mul_eq_zero.1 h0.symm).resolve_left e0
    have v3 : v 3 = 0 := by
      have h : (E - (a + b)) * v 3 = 0 := by linear_combination -h3
      exact (mul_eq_zero.1 h).resolve_left (sub_ne_zero.2 e3)
    have v1 : v 1 = 0 := by
      have h : ((E - a) * (E - b) - V ^ 2) * v 1 = 0 := by
        linear_combination -(E - a) * h1 - V * h2
      exact (mul_eq_zero.1 h).resolve_left (sub_ne_zero.2 e12)
    have v2 : v 2 = 0 := by
      have h : ((E - a) * (E - b) - V ^ 2) * v 2 = 0 := by
        linear_combination -(E - b) * h2 - V * h1
      exact (mul_eq_zero.1 h).resolve_left (sub_ne_zero.2 e12)
    apply hv
    ext i
    fin_cases i
    exacts [v0, v1, v2, v3]
  · rintro (h | h | h)
    · subst h
      exact ⟨![1, 0, 0, 0], fun h => one_ne_zero (α := ℝ) (congrFun h 0),
        (eigen_iff _ _ _ _ _).2 (by simp)⟩
    · subst h
      exact ⟨![0, 0, 0, 1], fun h => one_ne_zero (α := ℝ) (congrFun h 3),
        (eigen_iff _ _ _ _ _).2 (by simp)⟩
    · by_cases hV : V = 0 ∧ E = b
      · obtain ⟨rfl, rfl⟩ := hV
        exact ⟨![0, 1, 0, 0], fun h => one_ne_zero (α := ℝ) (congrFun h 1),
          (eigen_iff _ _ _ _ _).2 (by simp)⟩
      · refine ⟨![0, V, E - b, 0], ?_, (eigen_iff _ _ _ _ _).2 ⟨by simp, ?_, ?_, by simp⟩⟩
        · intro hv
          have h1 : V = 0 := congrFun hv 1
          have h2 : E - b = 0 := congrFun hv 2
          exact hV ⟨h1, sub_eq_zero.1 h2⟩
        · show b * V + V * (E - b) = E * V
          ring
        · show V * V + a * (E - b) = E * (E - b)
          linear_combination -h

/-- For `a + b ≥ 0` the lowest energy is the smaller of zero and the lower branch of the mixed
states 01 and 10. -/
theorem isLeast_energies (a b V : ℝ) (hab : 0 ≤ a + b) :
    IsLeast (energies a b V) (min 0 (lowerBranch a b V)) := by
  constructor
  · rcases le_total 0 (lowerBranch a b V) with h | h
    · rw [min_eq_left h, mem_energies_iff]
      exact Or.inl rfl
    · rw [min_eq_right h, mem_energies_iff]
      have hs : √(((a - b) / 2) ^ 2 + V ^ 2) ^ 2 = ((a - b) / 2) ^ 2 + V ^ 2 :=
        Real.sq_sqrt (by positivity)
      right; right
      unfold lowerBranch
      linear_combination hs
  · intro E hE
    rcases (mem_energies_iff a b V E).1 hE with h | h | h
    · exact (min_le_left _ _).trans h.ge
    · exact (min_le_left _ _).trans (hab.trans h.ge)
    · -- a root of the secular equation lies within the square root of the mean energy
      have hsq : (E - (a + b) / 2) ^ 2 ≤ ((a - b) / 2) ^ 2 + V ^ 2 := by
        apply le_of_eq
        linear_combination h
      have hlow := (abs_le.1 (Real.abs_le_sqrt hsq)).1
      refine (min_le_right _ _).trans ?_
      unfold lowerBranch
      linarith

/-- For `a + b ≥ 0`, in particular for two positive excitation energies, the lowest energy of the
exchange-coupled pair is zero if and only if `V ^ 2 ≤ a * b`. -/
theorem lowest_energy_zero_iff (a b V : ℝ) (hab : 0 ≤ a + b) :
    IsLeast (energies a b V) 0 ↔ V ^ 2 ≤ a * b := by
  have hbranch : 0 ≤ lowerBranch a b V ↔ V ^ 2 ≤ a * b := by
    unfold lowerBranch
    rw [sub_nonneg, Real.sqrt_le_iff]
    constructor
    · rintro ⟨_, h⟩
      nlinarith
    · intro h
      exact ⟨by linarith, by nlinarith⟩
  have hleast := isLeast_energies a b V hab
  rw [← hbranch]
  constructor
  · intro h
    exact min_eq_left_iff.1 (hleast.unique h)
  · intro h
    rwa [min_eq_left h] at hleast

/-- For `a + b ≠ 0`, every zero-energy state is a multiple of the unexcited state 00 if and only
if `V ^ 2 ≠ a * b`. -/
theorem zero_energy_states_unexcited_iff (a b V : ℝ) (hab : a + b ≠ 0) :
    (∀ v : Fin 4 → ℝ, exchangeHamiltonian a b V *ᵥ v = (0 : ℝ) • v →
      v 1 = 0 ∧ v 2 = 0 ∧ v 3 = 0) ↔ V ^ 2 ≠ a * b := by
  constructor
  · intro h hV
    -- at the threshold both of these combinations of 01 and 10 have zero energy
    have h1 := h ![0, V, -b, 0] ((eigen_iff _ _ _ _ _).2 ⟨by simp, by
      show b * V + V * (-b) = 0 * V
      ring, by
      show V * V + a * (-b) = 0 * (-b)
      linear_combination hV, by simp⟩)
    have h2 := h ![0, a, -V, 0] ((eigen_iff _ _ _ _ _).2 ⟨by simp, by
      show b * a + V * (-V) = 0 * a
      linear_combination -hV, by
      show V * a + a * (-V) = 0 * (-V)
      ring, by simp⟩)
    have hb : -b = 0 := h1.2.1
    have ha : a = 0 := h2.1
    exact hab (by linarith)
  · intro hV v hv
    obtain ⟨_, h1, h2, h3⟩ := (eigen_iff a b V 0 v).1 hv
    have hdet : a * b - V ^ 2 ≠ 0 := sub_ne_zero.2 hV.symm
    have e1 : (a * b - V ^ 2) * v 1 = 0 := by linear_combination a * h1 - V * h2
    have e2 : (a * b - V ^ 2) * v 2 = 0 := by linear_combination b * h2 - V * h1
    have e3 : (a + b) * v 3 = 0 := by linear_combination h3
    exact ⟨(mul_eq_zero.1 e1).resolve_left hdet, (mul_eq_zero.1 e2).resolve_left hdet,
      (mul_eq_zero.1 e3).resolve_left hab⟩

end

end RotatingWaveDispersion
```

```lean
#print axioms RotatingWaveDispersion.exchangeHamiltonian_eq_kronecker
#print axioms RotatingWaveDispersion.excitation_number_conserved
#print axioms RotatingWaveDispersion.lowest_energy_zero_iff
#print axioms RotatingWaveDispersion.zero_energy_states_unexcited_iff
```

```
'RotatingWaveDispersion.exchangeHamiltonian_eq_kronecker' depends on axioms: [propext, Classical.choice, Quot.sound]
'RotatingWaveDispersion.excitation_number_conserved' depends on axioms: [propext, Classical.choice, Quot.sound]
'RotatingWaveDispersion.lowest_energy_zero_iff' depends on axioms: [propext, Classical.choice, Quot.sound]
'RotatingWaveDispersion.zero_energy_states_unexcited_iff' depends on axioms: [propext, Classical.choice, Quot.sound]
```

## How the proof follows the derivation

**Structure of the Hamiltonian.** `exchangeHamiltonian_eq_kronecker` and `excitation_number_conserved` are checked entry by entry: `fin_cases` runs through the basis states and `simp` evaluates the entries.

**Component equations.** `eigen_iff` computes \(Hv\) once and replaces the matrix equation by the four scalar ones. The later arguments about eigenvectors all go through it.

**Spectrum.** In `mem_energies_iff`, the forward direction assumes that \(E\) is none of the listed values and shows that all four components vanish, which contradicts \(v\neq0\). The elimination done by hand appears in the `linear_combination` calls. For \(v_1\), the coefficients `-(E - a) * h1 - V * h2` say that the second component equation is multiplied by \(E-a\), the third by \(V\), and the results are combined. The reverse direction supplies the eigenvectors given above, and `by_cases` separates the case \(V=0\), \(E=b\).

**Lowest energy.** `isLeast_energies` has two halves. The first shows that \(\min(0,E_-)\) is an energy; for \(E_-\), called `lowerBranch` in the code, this uses the fact that the square root squares back to its argument. The second shows that no energy is smaller. For a solution of \((E-a)(E-b)=V^2\), the completed square and `Real.abs_le_sqrt` bound the distance of \(E\) from \((a+b)/2\) by the square root, which gives \(E\ge E_-\).

**Threshold.** In `lowest_energy_zero_iff`, the auxiliary statement `hbranch` is the equivalence between \(E_-\ge0\) and \(V^2\le ab\). `Real.sqrt_le_iff` performs the squaring and also asks for \((a+b)/2\ge0\), which the hypothesis provides. A set has at most one least element, so 0 is the least energy exactly when \(\min(0,E_-)=0\).

**Degeneracy.** `zero_energy_states_unexcited_iff` uses both threshold vectors. If every zero-energy state were a multiple of 00, the first vector would force \(b=0\) and the second \(a=0\), against \(a+b\neq0\). One vector alone would not do: \((0,V,-b,0)\) vanishes when \(b=V=0\). For the converse, `linear_combination` produces the two products with \(ab-V^2\), and cancelling this nonzero factor leaves \(v_1=v_2=0\).
